# The derivative of a product of one-dimensional Cartesian Gaussians on several centres

A Cartesian Gaussian in one dimension is a power of the distance `x - A i` from its centre times an exponential in the square of that distance. The lemma takes a finite product of such functions, unnormalised and with real exponents whose sum p is not zero, and gives its derivative at any real x. The derivative is a sum over the centres, each term being the power `n i` times the product with that power lowered by one, minus 2p(x − P) times the product itself, where P is the exponent-weighted centre. The proof merges the exponentials into a single Gaussian at P with a constant prefactor, applies the product rule, and then uses an auxiliary equation `hs` to take the common factors out of the sum.

In Lean, a first try:

```lean
import Mathlib

open MeasureTheory

namespace ManyCentreObaraSaika

noncomputable section

variable {ι : Type*} [Fintype ι]

/-- The total exponent `p`, the sum of the exponents of all Gaussians. -/
def totalExponent (a : ι → ℝ) : ℝ := ∑ i, a i

/-- The exponent-weighted centre `P` of the Gaussians, for nonzero total exponent. -/
def centre (a A : ι → ℝ) : ℝ := (∑ i, a i * A i) / totalExponent a

/-- The weighted spread of the centres about `P`, for nonzero total exponent. -/
def spread (a A : ι → ℝ) : ℝ := ∑ i, a i * (centre a A - A i) ^ 2

/-- The product of Cartesian Gaussians with exponents `a i`, centres `A i` and powers `n i`. -/
def gaussianProduct (a A : ι → ℝ) (n : ι → ℕ) (x : ℝ) : ℝ :=
  ∏ i, ((x - A i) ^ n i * Real.exp (-a i * (x - A i) ^ 2))

/-- Gaussian product theorem: the exponentials on all centres combine into a single Gaussian
at `P` with exponent `p` and a constant prefactor. -/
theorem gaussian_product_theorem (a A : ι → ℝ) (n : ι → ℕ) (hp : totalExponent a ≠ 0) (x : ℝ) :
    gaussianProduct a A n x = Real.exp (-spread a A) *
      ((∏ i, (x - A i) ^ n i) * Real.exp (-totalExponent a * (x - centre a A) ^ 2)) := by
  have hc : (∑ i, a i) * centre a A = ∑ i, a i * A i := by
    change totalExponent a * ((∑ i, a i * A i) / totalExponent a) = _
    field_simp
  -- complete the square about the common centre
  have hsq : ∑ i, a i * (x - A i) ^ 2
      = totalExponent a * (x - centre a A) ^ 2 + spread a A := by
    have h : ∀ i, a i * (x - A i) ^ 2 = a i * (x - centre a A) ^ 2
        + 2 * (x - centre a A) * (a i * centre a A - a i * A i)
        + a i * (centre a A - A i) ^ 2 := fun i => by ring
    rw [Finset.sum_congr rfl fun i _ => h i, Finset.sum_add_distrib, Finset.sum_add_distrib,
      ← Finset.mul_sum, Finset.sum_sub_distrib]
    simp only [← Finset.sum_mul, totalExponent, spread]
    linear_combination 2 * (x - centre a A) * hc
  have hneg : ∑ i, -a i * (x - A i) ^ 2
      = -spread a A + -totalExponent a * (x - centre a A) ^ 2 := by
    simp only [neg_mul, Finset.sum_neg_distrib]
    rw [hsq]
    ring
  unfold gaussianProduct
  rw [Finset.prod_mul_distrib, ← Real.exp_sum, hneg, Real.exp_add]
  ring

variable [DecidableEq ι]

omit [Fintype ι] in
/-- The derivative of a product of powers `(x - A i) ^ n i` is the sum over centres of `n i`
times the product with that power lowered by one. -/
theorem hasDerivAt_powers (A : ι → ℝ) (n : ι → ℕ) (s : Finset ι) (x : ℝ) :
    HasDerivAt (fun y => ∏ i ∈ s, (y - A i) ^ n i)
      (∑ i ∈ s, (n i : ℝ) * ∏ k ∈ s, (x - A k) ^ (n - Pi.single i 1 : ι → ℕ) k) x := by
  induction s using Finset.induction_on with
  | empty =>
    simp only [Finset.prod_empty, Finset.sum_empty]
    exact hasDerivAt_const x (1 : ℝ)
  | insert b s hb ih =>
    have h1 : HasDerivAt (fun y => (y - A b) ^ n b) ((n b : ℝ) * (x - A b) ^ (n b - 1)) x :=
      (((hasDerivAt_id' x).sub_const (A b)).fun_pow (n b)).congr_deriv (mul_one _)
    simp only [Finset.prod_insert hb, Finset.sum_insert hb]
    refine (h1.fun_mul ih).congr_deriv ?_
    have e1 : ∏ k ∈ s, (x - A k) ^ (n - Pi.single b 1 : ι → ℕ) k
        = ∏ k ∈ s, (x - A k) ^ n k := by
      refine Finset.prod_congr rfl fun k hk => ?_
      have hkb : k ≠ b := by rintro rfl; exact hb hk
      simp [hkb]
    have e2 : (n - Pi.single b 1 : ι → ℕ) b = n b - 1 := by simp
    have e3 : ∑ i ∈ s, (n i : ℝ) * ((x - A b) ^ (n - Pi.single i 1 : ι → ℕ) b *
          ∏ k ∈ s, (x - A k) ^ (n - Pi.single i 1 : ι → ℕ) k)
        = (x - A b) ^ n b *
          ∑ i ∈ s, (n i : ℝ) * ∏ k ∈ s, (x - A k) ^ (n - Pi.single i 1 : ι → ℕ) k := by
      rw [Finset.mul_sum]
      refine Finset.sum_congr rfl fun i hi => ?_
      have hbi : b ≠ i := by rintro rfl; exact hb hi
      have e : (n - Pi.single i 1 : ι → ℕ) b = n b := by simp [hbi]
      rw [e]
      ring
    rw [e1, e2, e3]
    ring

/-- The derivative of a Gaussian product consists of the terms with one power lowered and
a term `-2p (x - P)` times the product itself. -/
theorem hasDerivAt_gaussianProduct (a A : ι → ℝ) (n : ι → ℕ) (hp : totalExponent a ≠ 0)
    (x : ℝ) : HasDerivAt (gaussianProduct a A n)
      (∑ i, (n i : ℝ) * gaussianProduct a A (n - Pi.single i 1) x
        - 2 * totalExponent a * (x - centre a A) * gaussianProduct a A n x) x := by
  have hE : HasDerivAt (fun y => Real.exp (-totalExponent a * (y - centre a A) ^ 2))
      (Real.exp (-totalExponent a * (x - centre a A) ^ 2) *
        (-totalExponent a * (2 * (x - centre a A)))) x :=
    ((((hasDerivAt_id' x).sub_const (centre a A)).fun_pow 2).const_mul
      (-totalExponent a)).exp.congr_deriv (by simp)
  have h := ((hasDerivAt_powers A n Finset.univ x).fun_mul hE).const_mul
    (Real.exp (-spread a A))
  refine HasDerivAt.congr_deriv (HasDerivAt.congr_of_eventuallyEq h
    (Filter.Eventually.of_forall fun y => gaussian_product_theorem a A n hp y)) ?_
  simp only [gaussian_product_theorem a A _ hp x]
  have hs : ∑ i, (n i : ℝ) * (Real.exp (-spread a A) *
        ((∏ k, (x - A k) ^ (n - Pi.single i 1) k) *
          Real.exp (-totalExponent a * (x - centre a A) ^ 2)))
      = Real.exp (-spread a A) * ((∑ i, (n i : ℝ) * ∏ k, (x - A k) ^ (n - Pi.single i 1) k) *
          Real.exp (-totalExponent a * (x - centre a A) ^ 2)) := by
    rw [Finset.sum_mul, Finset.mul_sum]
    exact Finset.sum_congr rfl fun i _ => by ring
  rw [hs]
  ring

end

end ManyCentreObaraSaika
```

Messages:

```
Main.lean:104:27: error: Function expected at
  n - Pi.single i 1
but this term has type
  ?m.447

Note: Expected a function because this term is being applied to the argument
  k
Main.lean:106:69: error: Function expected at
  n - Pi.single i 1
but this term has type
  ?m.458

Note: Expected a function because this term is being applied to the argument
  k
```

After these edits no error is left:

```diff
@@ -102,7 +102,8 @@
   simp only [gaussian_product_theorem a A _ hp x]
   have hs : ∑ i, (n i : ℝ) * (Real.exp (-spread a A) *
-        ((∏ k, (x - A k) ^ (n - Pi.single i 1) k) *
+        ((∏ k, (x - A k) ^ (n - Pi.single i 1 : ι → ℕ) k) *
           Real.exp (-totalExponent a * (x - centre a A) ^ 2)))
-      = Real.exp (-spread a A) * ((∑ i, (n i : ℝ) * ∏ k, (x - A k) ^ (n - Pi.single i 1) k) *
+      = Real.exp (-spread a A) *
+        ((∑ i, (n i : ℝ) * ∏ k, (x - A k) ^ (n - Pi.single i 1 : ι → ℕ) k) *
           Real.exp (-totalExponent a * (x - centre a A) ^ 2)) := by
     rw [Finset.sum_mul, Finset.mul_sum]
```

Diagnosis. Both messages concern the statement of `hs`, one for each side of the equation. There the lowered powers are written `(n - Pi.single i 1) k`, which is meant as a difference of two functions evaluated at `k`. To apply the difference to `k`, Lean has to know that it is a function, but at that point its type was still undetermined, as the placeholders `?m.447` and `?m.458` show. Although `n` is declared as a function, that had not yet fixed the type of the whole difference.

The repair writes `(n - Pi.single i 1 : ι → ℕ) k` in both places. The annotation says that the difference is a function from the index type to the natural numbers, so it can be applied to `k`. The earlier lemma `hasDerivAt_powers` already writes it this way. The new line break on the right-hand side is mere tidying.
